# A real polynomial in r₁, r₂, u is exchange symmetric exactly when it is a polynomial in r₁ + r₂, (r₁ − r₂)² and u

## Distances, exchange and the coordinates s, t, u

Let \(r_1\) and \(r_2\) be the distances of the two electrons of a helium-like atom from the nucleus, and let \(u\) be the distance between the electrons, often written \(r_{12}\). The Hylleraas coordinates are

\[
s = r_1 + r_2, \qquad t = r_1 - r_2, \qquad u .
\]

Some texts take \(t = r_2 - r_1\). This leaves \(t^2\) unchanged and reverses the sign of odd powers of \(t\).

Exchanging the electrons swaps \(r_1\) and \(r_2\) and keeps \(u\). In a singlet state the spin function is antisymmetric, so the spatial function must be symmetric under this exchange; in a triplet state it must be antisymmetric. For an S state a common trial function is \(e^{-\zeta s}\,p(r_1,r_2,u)\), with a real polynomial \(p\) and a scale parameter \(\zeta > 0\). The question is which polynomials \(p\) a singlet allows. The answer is those of the form \(q(s,t^2,u)\) with a real polynomial \(q\), and \(p\) determines \(q\).

The polynomials are treated algebraically, with three independent variables and real coefficients. Lean numbers the variables from zero, so `X 0`, `X 1` and `X 2` stand for \(r_1\), \(r_2\) and \(u\).

```lean
import Mathlib

open MvPolynomial

namespace HylleraasExchange

noncomputable section

/-- Real polynomials in the three distances `r1 = X 0`, `r2 = X 1` and `u = X 2`. -/
abbrev DistancePoly := MvPolynomial (Fin 3) ℝ
```

Exchange acts on a polynomial by substitution, \(p(r_1,r_2,u) \mapsto p(r_2,r_1,u)\). The operation `aeval` substitutes the listed polynomials for the variables, and the result is a map that respects sums, products and real constants.

```lean
/-- Exchange of the two electrons: `r1` and `r2` are swapped and `u` is kept. -/
def exchange : DistancePoly →ₐ[ℝ] DistancePoly := aeval ![X 1, X 0, X 2]
```

The three coordinates are themselves polynomials in the distances.

```lean
/-- The Hylleraas coordinate `s = r1 + r2`. -/
def sVar : DistancePoly := X 0 + X 1

/-- The Hylleraas coordinate `t = r1 - r2`. -/
def tVar : DistancePoly := X 0 - X 1

/-- The Hylleraas coordinate `u`, the distance between the electrons. -/
def uVar : DistancePoly := X 2
```

The map `hylleraas` takes a polynomial \(q\) in three variables to \(q(s,t^2,u)\), written out in \(r_1\), \(r_2\) and \(u\). Despite its name it is a substitution, not a wave function.

```lean
/-- The substitution that sends a polynomial `q` in three variables to `q(s, t², u)`. -/
def hylleraas : DistancePoly →ₐ[ℝ] DistancePoly := aeval ![sVar, tVar ^ 2, uVar]
```

Both \(p\) and \(q\) have the type `DistancePoly`, so the type does not show which role a variable plays. In \(q\), `X 0` stands for \(s\) and `X 1` already stands for \(t^2\). Anyone who enters \(t^2\) as `X 1 ^ 2` gets \(t^4\), and `hylleraas sVar` is \(s + t^2\), not \(s\). Lean accepts both expressions without complaint.

## Symmetry of the polynomial and symmetry of its values

A physicist reads exchange symmetry as a statement about values: \(p(r_2,r_1,u) = p(r_1,r_2,u)\) for all arguments. This agrees with the algebraic condition `exchange p = p`. The value of the exchanged polynomial at \((r_1,r_2,u)\) is the value of \(p\) at \((r_2,r_1,u)\): this holds for constants, and it survives addition and multiplication by a variable, hence it holds for every polynomial. Since a real polynomial is determined by its values at real arguments, equal values give equal polynomials.

In the code `key` is the statement about values, proved by that induction, and `MvPolynomial.funext` is the passage from values back to polynomials.

```lean
/-- A polynomial is fixed by exchange exactly when its values at real arguments do not change
when `r1` and `r2` are interchanged. -/
theorem exchange_eq_iff_eval (p : DistancePoly) :
    exchange p = p ↔
      ∀ r1 r2 u : ℝ, eval ![r2, r1, u] p = eval ![r1, r2, u] p := by
  have key : ∀ r1 r2 u : ℝ, eval ![r1, r2, u] (exchange p) = eval ![r2, r1, u] p := by
    intro r1 r2 u
    induction p using MvPolynomial.induction_on with
    | C c => simp [exchange]
    | add p q hp hq => simp only [map_add, hp, hq]
    | mul_X p i hp =>
      rw [map_mul, map_mul, map_mul, hp]
      congr 1
      fin_cases i <;> simp [exchange]
  constructor
  · intro h r1 r2 u
    rw [← key r1 r2 u, h]
  · intro h
    apply MvPolynomial.funext
    intro x
    have hx : x = ![x 0, x 1, x 2] := by
      ext i
      fin_cases i <;> rfl
    rw [hx, key]
    exact h _ _ _
```

The arguments here range over all real triples, whereas actual distances are nonnegative and obey \(|r_1-r_2| \le u \le r_1+r_2\). The step from the trial function to \(p\) is therefore left to an ordinary argument: \(e^{-\zeta s}\) is symmetric and never zero, and the physical region contains an open set, on which a polynomial identity already fixes the polynomials. With an unsymmetric factor such as \(e^{-\alpha r_1 - \beta r_2}\), \(\alpha \ne \beta\), symmetry of the trial function is no longer symmetry of \(p\).

## Polynomials in s, t² and u are symmetric

Under exchange,

\[
s \mapsto r_2 + r_1 = s, \qquad t \mapsto r_2 - r_1 = -t, \qquad u \mapsto u .
\]

```lean
/-- Exchange leaves `s` and `u` unchanged and reverses the sign of `t`. -/
theorem exchange_coordinates :
    exchange sVar = sVar ∧ exchange tVar = -tVar ∧ exchange uVar = uVar := by
  refine ⟨?_, ?_, ?_⟩
  · simp [exchange, sVar, add_comm]
  · simp [exchange, tVar]
  · simp [exchange, uVar]
```

Hence \(t^2 \mapsto (-t)^2 = t^2\), and \(q(s,t^2,u)\) is unchanged for every \(q\). In Lean, substitution followed by exchange is compared with substitution alone. Two such maps are equal once they agree on the three variables, which is what `algHom_ext` supplies.

```lean
/-- Every polynomial of the form `q(s, t², u)` is exchange symmetric. -/
theorem exchange_hylleraas (q : DistancePoly) : exchange (hylleraas q) = hylleraas q := by
  have h : exchange.comp hylleraas = hylleraas := by
    apply MvPolynomial.algHom_ext
    intro i
    fin_cases i <;> simp [hylleraas, exchange_coordinates]
  exact DFunLike.congr_fun h q
```

## The polynomial q is determined

Suppose \(q(s,t^2,u) = q'(s,t^2,u)\) as polynomials in \(r_1\), \(r_2\) and \(u\). Take any complex triple \((x_0,x_1,x_2)\), choose a complex \(w\) with \(w^2 = x_1\), and set

\[
r_1 = \frac{x_0 + w}{2}, \qquad r_2 = \frac{x_0 - w}{2}, \qquad u = x_2 .
\]

Then \(r_1 + r_2 = x_0\) and \((r_1 - r_2)^2 = w^2 = x_1\). Evaluating the assumed identity at this point gives \(q(x_0,x_1,x_2) = q'(x_0,x_1,x_2)\). The triple was arbitrary, so \(q\) and \(q'\) agree at all complex arguments and are the same polynomial. Complex numbers enter only because a real \(w\) would reach only the points with \(x_1 \ge 0\).

The code first regards the real coefficients as complex ones, which loses no information (`map_injective`). It takes \(w\) from the algebraic closedness of \(\mathbb{C}\), and `e0` and `e1` are the two coordinate identities. The statement `key` says that substituting and then evaluating at the chosen distances is the same as evaluating at \(x\).

```lean
/-- Different polynomials `q` give different polynomials `q(s, t², u)`. -/
theorem hylleraas_injective : Function.Injective hylleraas := by
  intro q q' h
  -- compare the values at all complex points, where every number has a square root
  apply MvPolynomial.map_injective (algebraMap ℝ ℂ) (algebraMap ℝ ℂ).injective
  apply MvPolynomial.funext
  intro x
  rw [eval_map, eval_map, ← aeval_def, ← aeval_def]
  obtain ⟨w, hw⟩ := IsAlgClosed.exists_pow_nat_eq (x 1) (n := 2) (by norm_num)
  have e0 : (x 0 + w) / 2 + (x 0 - w) / 2 = x 0 := by ring
  have e1 : ((x 0 + w) / 2 - (x 0 - w) / 2) ^ 2 = x 1 := by
    rw [← hw]
    ring
  have key : (aeval ![(x 0 + w) / 2, (x 0 - w) / 2, x 2] :
      DistancePoly →ₐ[ℝ] ℂ).comp hylleraas = aeval x := by
    apply MvPolynomial.algHom_ext
    intro i
    fin_cases i <;> simp [hylleraas, sVar, tVar, uVar, e0, e1]
  rw [← key, AlgHom.comp_apply, AlgHom.comp_apply, h]
```

## Splitting a polynomial into even and odd parts in t

The inverse change of coordinates is

\[
r_1 = \tfrac12 (s+t), \qquad r_2 = \tfrac12 (s-t).
\]

A polynomial ring has no general division, so the factor one half is the constant polynomial `C (1 / 2)`, and its defining property is recorded separately.

```lean
/-- The constant polynomial one half, times two, is one. -/
theorem half_mul_two : (C (1 / 2) : DistancePoly) * 2 = 1 := by
  rw [show (2 : DistancePoly) = C 2 from (map_ofNat C 2).symm, ← C_mul]
  norm_num
```

Every polynomial can be written as

\[
p = A + tB, \qquad A = a(s,t^2,u), \quad B = b(s,t^2,u),
\]

with real polynomials \(a\) and \(b\). A constant has this form with \(b = 0\), and sums keep the form. It remains to multiply by each variable:

\[
\begin{aligned}
r_1 (A + tB) &= \tfrac12 (sA + t^2 B) + t\,\tfrac12 (A + sB),\\
r_2 (A + tB) &= \tfrac12 (sA - t^2 B) + t\,\tfrac12 (sB - A),\\
u (A + tB) &= uA + t\,uB .
\end{aligned}
\]

Each bracket is again a polynomial in \(s\), \(t^2\) and \(u\). Constants, sums and multiplication by variables generate all polynomials, so the splitting always exists.

The induction in Lean has the same three cases. The new \(a\) and \(b\) given after `refine` are the brackets above, with `X 0` for \(s\) and `X 1` for \(t^2\). The facts `h0` and `h1` are the inverse change of coordinates, and `linear_combination` verifies the algebra after multiplying one of them by \(A + tB\).

```lean
/-- Every polynomial in `r1`, `r2`, `u` is a part even in `t` plus a part odd in `t`:
`p = a(s, t², u) + t b(s, t², u)`. -/
theorem even_odd_decomposition (p : DistancePoly) :
    ∃ a b : DistancePoly, p = hylleraas a + tVar * hylleraas b := by
  have hs : hylleraas (X 0) = sVar := by simp [hylleraas]
  have ht : hylleraas (X 1) = tVar ^ 2 := by simp [hylleraas]
  have hu : hylleraas (X 2) = X 2 := by simp [hylleraas, uVar]
  have hc : ∀ c : ℝ, hylleraas (C c) = C c := by
    intro c
    simp [hylleraas, MvPolynomial.algebraMap_eq]
  -- the inverse change of coordinates
  have h0 : (X 0 : DistancePoly) = C (1 / 2) * (sVar + tVar) := by
    unfold sVar tVar
    linear_combination (-(X 0 : DistancePoly)) * half_mul_two
  have h1 : (X 1 : DistancePoly) = C (1 / 2) * (sVar - tVar) := by
    unfold sVar tVar
    linear_combination (-(X 1 : DistancePoly)) * half_mul_two
  induction p using MvPolynomial.induction_on with
  | C c => exact ⟨C c, 0, by rw [hc, map_zero, mul_zero, add_zero]⟩
  | add p q hp hq =>
    obtain ⟨a, b, rfl⟩ := hp
    obtain ⟨a', b', rfl⟩ := hq
    exact ⟨a + a', b + b', by rw [map_add, map_add]; ring⟩
  | mul_X p i hp =>
    obtain ⟨a, b, rfl⟩ := hp
    have hi : i = 0 ∨ i = 1 ∨ i = 2 := by fin_cases i <;> simp
    rcases hi with rfl | rfl | rfl
    · refine ⟨C (1 / 2) * (X 0 * a + X 1 * b), C (1 / 2) * (a + X 0 * b), ?_⟩
      simp only [map_mul, map_add, hs, ht, hc]
      linear_combination (hylleraas a + tVar * hylleraas b) * h0
    · refine ⟨C (1 / 2) * (X 0 * a - X 1 * b), C (1 / 2) * (X 0 * b - a), ?_⟩
      simp only [map_mul, map_sub, hs, ht, hc]
      linear_combination (hylleraas a + tVar * hylleraas b) * h1
    · refine ⟨X 2 * a, X 2 * b, ?_⟩
      simp only [map_mul, hu]
      ring
```

## Singlets: the odd part vanishes

Let \(p = A + tB\) be symmetric. Exchange fixes \(A\) and \(B\) and reverses \(t\), so

\[
A - tB = A + tB \quad\Longrightarrow\quad 2tB = 0 \quad\Longrightarrow\quad tB = 0,
\]

and \(p = A = a(s,t^2,u)\). If also \(p = y(s,t^2,u)\) for a polynomial \(y\), the previous uniqueness result gives \(y = a\). Conversely, every polynomial in \(s\), \(t^2\) and \(u\) is symmetric. Two familiar cases are

\[
r_1 r_2 = \tfrac14 (s^2 - t^2), \qquad r_1^2 + r_2^2 = \tfrac12 (s^2 + t^2).
\]

The theorem reads: exchange leaves \(p\) unchanged if and only if there is exactly one real polynomial \(q\) with \(p = q(s,t^2,u)\). The symbol `∃!` means "there is exactly one". In the proof `h2` is the equation \(tB = 0\), and `hylleraas_injective` gives uniqueness.

```lean
/-- A real polynomial `p(r1, r2, u)` is exchange symmetric if and only if
`p = q(r1 + r2, (r1 - r2)², u)` for exactly one real polynomial `q`. -/
theorem symmetric_iff_existsUnique (p : DistancePoly) :
    exchange p = p ↔ ∃! q : DistancePoly, p = hylleraas q := by
  constructor
  · intro h
    obtain ⟨a, b, rfl⟩ := even_odd_decomposition p
    simp only [map_add, map_mul, exchange_hylleraas, exchange_coordinates.2.1] at h
    -- symmetry removes the part odd in t
    have h2 : tVar * hylleraas b = 0 := by
      linear_combination (-(C (1 / 2) : DistancePoly)) * h
        - (tVar * hylleraas b) * half_mul_two
    refine ⟨a, by simp only [h2, add_zero], fun y hy => hylleraas_injective ?_⟩
    have hy' : hylleraas a + tVar * hylleraas b = hylleraas y := hy
    rw [← hy', h2, add_zero]
  · rintro ⟨q, hq, -⟩
    rw [hq]
    exact exchange_hylleraas q
```

## Triplets: one factor of t remains

If \(p = A + tB\) changes sign under exchange, then

\[
A - tB = -A - tB \quad\Longrightarrow\quad 2A = 0 \quad\Longrightarrow\quad p = tB .
\]

For uniqueness, suppose \(t\,b(s,t^2,u) = t\,y(s,t^2,u)\). As a polynomial \(t\) is not zero, since its value at \((1,0,0)\) is 1, and a product of nonzero real polynomials is nonzero. So \(t\) can be cancelled, and \(b = y\) follows as before. Conversely, \(t\,q(s,t^2,u)\) changes sign because \(t\) does.

The cancellation is `mul_left_cancel₀`, with `ht` as the fact that \(t\) is not the zero polynomial.

```lean
/-- A real polynomial `p(r1, r2, u)` changes sign under exchange if and only if
`p = (r1 - r2) q(r1 + r2, (r1 - r2)², u)` for exactly one real polynomial `q`. -/
theorem antisymmetric_iff_existsUnique (p : DistancePoly) :
    exchange p = -p ↔ ∃! q : DistancePoly, p = tVar * hylleraas q := by
  constructor
  · intro h
    obtain ⟨a, b, rfl⟩ := even_odd_decomposition p
    simp only [map_add, map_mul, exchange_hylleraas, exchange_coordinates.2.1] at h
    -- antisymmetry removes the part even in t
    have h2 : hylleraas a = 0 := by
      linear_combination (C (1 / 2) : DistancePoly) * h - hylleraas a * half_mul_two
    have ht : tVar ≠ 0 := by
      intro h0
      have h1 := congrArg (eval (![1, 0, 0] : Fin 3 → ℝ)) h0
      simp [tVar] at h1
    refine ⟨b, by simp only [h2, zero_add], fun y hy =>
      hylleraas_injective (mul_left_cancel₀ ht ?_)⟩
    have hy' : hylleraas a + tVar * hylleraas b = tVar * hylleraas y := hy
    rw [← hy', h2, zero_add]
  · rintro ⟨q, hq, -⟩
    rw [hq, map_mul, exchange_hylleraas, exchange_coordinates.2.1, neg_mul]
```

## Expansions in even powers of t

Write \(q\) as a finite sum of monomials with real coefficients \(c_{lmn}\). Substitution gives

\[
p = \sum_{l,m,n} c_{lmn}\, s^l\, t^{2m}\, u^n .
\]

So every symmetric polynomial is a finite linear combination of products with even powers of \(t\). In the other direction each such product is symmetric, and sums and real multiples of symmetric polynomials are symmetric.

In the formal statement `Submodule.span ℝ` is the set of all finite real linear combinations, and the triple `k` holds the exponents: `k.1` is \(l\), `k.2.1` is \(m\) and `k.2.2` is \(n\). The proof converts each monomial of \(q\) into one product (`hd`) and treats the converse by induction over the span.

```lean
/-- The exchange-symmetric polynomials are exactly the finite real linear combinations of the
products `s^l t^(2m) u^n`, with only even powers of `t`. -/
theorem symmetric_iff_mem_span (p : DistancePoly) :
    exchange p = p ↔ p ∈ Submodule.span ℝ (Set.range fun k : ℕ × ℕ × ℕ =>
      sVar ^ k.1 * tVar ^ (2 * k.2.1) * uVar ^ k.2.2) := by
  constructor
  · intro h
    obtain ⟨q, hq, -⟩ := (symmetric_iff_existsUnique p).1 h
    rw [hq, q.as_sum, map_sum]
    refine Submodule.sum_mem _ fun d _ => ?_
    -- each monomial of q becomes one Hylleraas product
    have hd : hylleraas (monomial d (coeff d q)) =
        coeff d q • (sVar ^ d 0 * tVar ^ (2 * d 1) * uVar ^ d 2) := by
      rw [hylleraas, aeval_monomial, Finsupp.prod_fintype]
      · rw [Fin.prod_univ_three, Algebra.smul_def]
        simp [pow_mul]
      · intro i
        simp
    rw [hd]
    exact Submodule.smul_mem _ _ (Submodule.subset_span ⟨(d 0, d 1, d 2), rfl⟩)
  · intro hp
    induction hp using Submodule.span_induction with
    | mem x hx =>
      obtain ⟨k, rfl⟩ := hx
      simp [exchange_coordinates, pow_mul]
    | zero => exact map_zero _
    | add x y _ _ hx hy => rw [map_add, hx, hy]
    | smul c x _ hx => rw [map_smul, hx]

end

end HylleraasExchange
```

```lean
#print axioms HylleraasExchange.exchange_eq_iff_eval
-- 'HylleraasExchange.exchange_eq_iff_eval' depends on axioms: [propext, Classical.choice, Quot.sound]
#print axioms HylleraasExchange.antisymmetric_iff_existsUnique
-- 'HylleraasExchange.antisymmetric_iff_existsUnique' depends on axioms: [propext, Classical.choice, Quot.sound]
#print axioms HylleraasExchange.symmetric_iff_mem_span
-- 'HylleraasExchange.symmetric_iff_mem_span' depends on axioms: [propext, Classical.choice, Quot.sound]
```

For variational calculations on singlet S states of two-electron atoms, with a trial function that is a polynomial times \(e^{-\zeta s}\), this means that restricting the full set of products \(s^l t^m u^n\) to those without odd powers of \(t\) loses no admissible polynomial. How fast the energy converges as the basis grows is a separate question.
